# Unconfined classical particles with a measurable translation-invariant energy have an infinite configurational integral

## Energies, positions and the integral

Two classical particles at $x$ and $y$ in $\mathbb R^d$ have energy $U(x-y)$, with no walls and no external field. Their configurational partition function is

$$Z=\int_{\mathbb R^d}\int_{\mathbb R^d} e^{-U(x-y)}\,dy\,dx .$$

Energies are measured in units of $k_BT$, so $U$ stands for the usual $\beta U$. Momentum and symmetry factors are omitted; they are finite and positive. For $n+1$ particles the energy is $V(x_0,\dots,x_n)$, where $V$ is an energy and not a volume. The volume of a region $\Lambda$ is written $|\Lambda|$.

## Divergence for every such energy

If $d\ge 1$ and $U$ is real and measurable, then $Z=\infty$, however strongly the particles attract each other. In Lean this is `pair_diverges`. `Space d` is Euclidean $d$-space, `hd` says $d\ge1$, and `hU` says that $U$ is measurable. The integral `∫⁻` takes values in $[0,\infty]$, so `= ⊤` says that it really is infinite.

`cluster_diverges` states the same for $n+1$ particles. Its hypothesis `hinv` says that adding one vector $a$ to every position leaves $V$ unchanged, which expresses the absence of walls and external fields.

`held_pair_finite_iff` confines only the first particle, to a region $\Lambda$ with $0<|\Lambda|<\infty$. The pair integral is then finite exactly when $\int e^{-U(r)}\,dr$ is finite. A harmonic bond satisfies this condition; an energy that tends to zero at large separation does not, since its Boltzmann factor tends to one.

Energies are real-valued, so a hard core, with $U=+\infty$ over a region of non-zero volume, is excluded. A Lennard-Jones energy is infinite only where particles coincide. It is covered once it is set to zero there, because for $d\ge1$ such configurations have zero volume and do not affect the integral. A real sample sits in a vessel, and the limit from a large vessel to all of space is not taken here. For a simulation in open space, with no walls, periodic box or restraint, the result means that a classical cluster with such an energy has no normalisable Boltzmann distribution over absolute positions.

## Integrating out the overall position

Let the first particle range over $\Lambda$. At fixed $x$, substitute $r=y-x$, which leaves the volume element unchanged:

$$\int_\Lambda\int_{\mathbb R^d} e^{-U(x-y)}\,dy\,dx
=\int_\Lambda\int_{\mathbb R^d} e^{-U(-r)}\,dr\,dx
=|\Lambda|\,J,\qquad J=\int_{\mathbb R^d} e^{-U(r)}\,dr .$$

The last step replaces $r$ by $-r$. The integrand of $J$ is strictly positive everywhere, so $J>0$, though it may be infinite. With $\Lambda=\mathbb R^d$ and $d\ge1$, the volume is infinite and $Z=\infty\cdot J=\infty$.

If instead $0<|\Lambda|<\infty$, the product $|\Lambda|J$ is finite exactly when $J$ is.

For $n+1$ particles, put $r_j=x_{j+1}-x_0$ for $j=0,\dots,n-1$. Shifting every particle by $-x_0$ gives

$$V(x_0,\dots,x_n)=V(0,r_0,\dots,r_{n-1})=:W(r).$$

Hence the integral is $|\mathbb R^d|\int e^{-W(r)}\,dr$, an infinite factor times a non-zero one. For $n=0$ the second factor is just $e^{-V(0)}$.

## The Lean file

```lean
import Mathlib

open MeasureTheory Set

namespace UnconfinedPartitionFunction

/-- The space of positions of one particle in `d` dimensions. -/
abbrev Space (d : ℕ) := EuclideanSpace ℝ (Fin d)

/-- The Boltzmann factor `exp (-E)` of an energy `E` in units of the thermal energy,
as an extended non-negative number. -/
noncomputable def boltzmann (E : ℝ) : ENNReal := ENNReal.ofReal (Real.exp (-E))

theorem measurable_boltzmann : Measurable boltzmann := by
  unfold boltzmann
  fun_prop

/-- The volume of the whole space is infinite in dimension at least one. -/
theorem volume_space {d : ℕ} (hd : 0 < d) : volume (univ : Set (Space d)) = ⊤ := by
  have : Nontrivial (Space d) := by
    refine ⟨⟨0, EuclideanSpace.single ⟨0, hd⟩ (1 : ℝ), fun h => ?_⟩⟩
    have h0 := congrArg (fun v : Space d => v.ofLp ⟨0, hd⟩) h
    simp at h0
  have : NoncompactSpace (Space d) := NormedSpace.noncompactSpace ℝ (Space d)
  exact measure_univ_of_isAddLeftInvariant volume

section General

variable {F : Type*} [NormedAddCommGroup F] [MeasurableSpace F]
  (μ : Measure F) [μ.IsAddHaarMeasure]

/-- The integral of the Boltzmann factor of a measurable energy over a configuration space
with a translation-invariant (Haar) measure is never zero. -/
theorem relative_ne_zero {W : F → ℝ} (hW : Measurable W) :
    ∫⁻ r, boltzmann (W r) ∂μ ≠ 0 := by
  have hs : Function.support (fun r => boltzmann (W r)) = univ := by
    ext r
    simp [boltzmann, Real.exp_pos]
  apply ne_of_gt
  have hb : Measurable (fun r => boltzmann (W r)) := measurable_boltzmann.comp hW
  rw [lintegral_pos_iff_support hb, hs]
  exact isOpen_univ.measure_pos μ univ_nonempty

variable [BorelSpace F] [SecondCountableTopology F] [SFinite μ]

/-- Let a measurable weight be a function of `y - T x` alone, where `x` is the position of a
reference particle, `y` stands for the remaining coordinates and `T` is measurable. With `x` in the
region `Λ` and an s-finite translation-invariant (Haar) measure for `y`, its integral is the volume
of `Λ` times the integral of the weight over the relative coordinates. -/
theorem separate_reference {d : ℕ} (Λ : Set (Space d)) {T : Space d → F} (hT : Measurable T)
    {g : F → ENNReal} (hg : Measurable g) :
    ∫⁻ p in Λ ×ˢ univ, g (p.2 - T p.1) ∂((volume : Measure (Space d)).prod μ)
      = volume Λ * ∫⁻ r, g r ∂μ := by
  have hm : Measurable (fun p : Space d × F => g (p.2 - T p.1)) :=
    hg.comp (measurable_snd.sub (hT.comp measurable_fst))
  rw [← Measure.prod_restrict, Measure.restrict_univ, lintegral_prod _ hm.aemeasurable]
  -- at fixed `x`, shift the origin of the remaining coordinates
  have hx : ∀ x : Space d, ∫⁻ y, g (y - T x) ∂μ = ∫⁻ r, g r ∂μ :=
    fun x => lintegral_sub_right_eq_self g (T x)
  simp only [hx]
  rw [lintegral_const, Measure.restrict_apply_univ, mul_comm]

end General

/-- For a pair with measurable energy `U (x - y)` and the first particle in the region `Λ`, the
configurational integral is the volume of `Λ` times the integral over the separation. -/
theorem pair_factorises {d : ℕ} (Λ : Set (Space d)) {U : Space d → ℝ} (hU : Measurable U) :
    ∫⁻ p in Λ ×ˢ (univ : Set (Space d)), boltzmann (U (p.1 - p.2))
      = volume Λ * ∫⁻ r, boltzmann (U r) := by
  have hb : Measurable (fun r => boltzmann (U r)) := measurable_boltzmann.comp hU
  have h := separate_reference (volume : Measure (Space d)) Λ measurable_id
    (hb.comp measurable_neg)
  -- the separation and its negative range over space with the same measure
  have hn : ∫⁻ r : Space d, boltzmann (U (-r)) = ∫⁻ r, boltzmann (U r) :=
    (Measure.measurePreserving_neg (volume : Measure (Space d))).lintegral_comp hb
  simp only [Function.comp_apply, id_eq, neg_sub] at h
  rw [hn] at h
  exact h

/-- In dimension at least one, the configurational partition function of an unconfined pair
with measurable energy `U (x - y)` is infinite. -/
theorem pair_diverges {d : ℕ} (hd : 0 < d) {U : Space d → ℝ} (hU : Measurable U) :
    ∫⁻ p : Space d × Space d, boltzmann (U (p.1 - p.2)) = ⊤ := by
  have h := pair_factorises univ hU
  rw [univ_prod_univ, Measure.restrict_univ, volume_space hd,
    ENNReal.top_mul (relative_ne_zero volume hU)] at h
  exact h

/-- If the first particle is held in a region of finite non-zero volume, the configurational
integral of a pair with measurable energy `U (x - y)` is finite exactly when the integral of
the Boltzmann factor over the separation is finite. -/
theorem held_pair_finite_iff {d : ℕ} {Λ : Set (Space d)} (h0 : volume Λ ≠ 0)
    (h1 : volume Λ ≠ ⊤) {U : Space d → ℝ} (hU : Measurable U) :
    ∫⁻ p in Λ ×ˢ (univ : Set (Space d)), boltzmann (U (p.1 - p.2)) < ⊤
      ↔ ∫⁻ r, boltzmann (U r) < ⊤ := by
  rw [pair_factorises Λ hU]
  constructor
  · intro h
    by_contra hr
    rw [not_lt_top_iff.mp hr, ENNReal.mul_top h0] at h
    exact lt_irrefl _ h
  · exact fun h => ENNReal.mul_lt_top (lt_top_iff_ne_top.mpr h1) h

/-- In dimension at least one, the configurational partition function of `n + 1` unconfined
particles is infinite whenever their measurable energy is unchanged by a common shift. -/
theorem cluster_diverges {d n : ℕ} (hd : 0 < d) {V : (Fin (n + 1) → Space d) → ℝ}
    (hV : Measurable V) (hinv : ∀ x a, V (fun i => x i + a) = V x) :
    ∫⁻ x, boltzmann (V x) = ⊤ := by
  -- split off particle 0 as the reference particle
  let e : (Fin (n + 1) → Space d) ≃ᵐ Space d × (Fin n → Space d) :=
    MeasurableEquiv.piFinSuccAbove (fun _ => Space d) 0
  have he : MeasurePreserving e volume volume :=
    volume_preserving_piFinSuccAbove (fun _ => Space d) 0
  have : (volume : Measure (Fin n → Space d)).IsAddHaarMeasure :=
    inferInstanceAs (Measure.pi fun _ : Fin n => (volume : Measure (Space d))).IsAddHaarMeasure
  let W : (Fin n → Space d) → ℝ := fun r => V (e.symm (0, r))
  have hW : Measurable W :=
    hV.comp (e.symm.measurable.comp (measurable_const.prodMk measurable_id))
  have hT : Measurable (fun (x : Space d) (_ : Fin n) => x) :=
    measurable_pi_lambda _ fun _ => measurable_id
  -- the energy depends only on positions relative to particle 0
  have key : ∀ x, V x = W ((e x).2 - fun _ => (e x).1) := by
    intro x
    have hx : e.symm (0, (e x).2 - fun _ => (e x).1) = fun i => x i + -x 0 := by
      apply e.injective
      rw [e.apply_symm_apply]
      refine Prod.ext ?_ ?_
      · change (0 : Space d) = x 0 + -x 0
        abel
      · funext j
        change x (Fin.succAbove 0 j) - x 0 = x (Fin.succAbove 0 j) + -x 0
        abel
    change V x = V (e.symm (0, (e x).2 - fun _ => (e x).1))
    rw [hx, hinv]
  have h := separate_reference (volume : Measure (Fin n → Space d)) univ hT
    (measurable_boltzmann.comp hW)
  rw [univ_prod_univ, Measure.restrict_univ, volume_space hd] at h
  simp only [Function.comp_apply] at h
  rw [ENNReal.top_mul (relative_ne_zero volume hW)] at h
  simp only [key]
  exact (he.lintegral_comp_emb e.measurableEmbedding
    (fun p => boltzmann (W (p.2 - fun _ => p.1)))).trans h

end UnconfinedPartitionFunction
```

```lean
#print axioms UnconfinedPartitionFunction.pair_diverges
#print axioms UnconfinedPartitionFunction.held_pair_finite_iff
#print axioms UnconfinedPartitionFunction.cluster_diverges
```

```
'UnconfinedPartitionFunction.pair_diverges' depends on axioms: [propext, Classical.choice, Quot.sound]
'UnconfinedPartitionFunction.held_pair_finite_iff' depends on axioms: [propext, Classical.choice, Quot.sound]
'UnconfinedPartitionFunction.cluster_diverges' depends on axioms: [propext, Classical.choice, Quot.sound]
```

## The reference particle in the proof

`separate_reference` carries out the substitution for pairs and clusters together. The remaining coordinates live in a space `F` with a translation-invariant measure `μ`, and `T x` is the origin that the reference particle sets for them. `lintegral_prod` integrates over those coordinates first, `lintegral_sub_right_eq_self` removes the shift, and the remaining constant, integrated over `Λ`, is multiplied by the volume of `Λ`.

`relative_ne_zero` shows that the relative integral is not zero: the Boltzmann factor is non-zero on the whole space, which has positive measure. `volume_space` supplies the infinite volume.

`pair_factorises` takes `T` to be the identity and uses `measurePreserving_neg` for the change from $-r$ to $r$. `pair_diverges` sets `Λ` to all of space and applies `ENNReal.top_mul`, which needs the non-zero factor. In `held_pair_finite_iff`, an infinite $J$ would make the product infinite because $|\Lambda|\neq0$; the converse uses $|\Lambda|<\infty$.

In `cluster_diverges`, the volume-preserving map `e` splits off particle 0, and `T` repeats its position $n$ times. The step `key` proves $V(x)=W(r)$ by applying `hinv` with the shift $-x_0$. The final line carries the divergence back through `e` to the original coordinates.
